# The ring diagram of n ≥ 3 bubbles has symmetry factor 1/(2n)

Label the $n$ bubbles of a ring diagram by the integers modulo $n$, written $\mathbb Z/n$. Two distinct bubbles $i$ and $j$ are joined by an interaction line when $j=i+1$ or $i=j+1$. This defines a simple graph $C_n$: its lines have no direction, no bubble is joined to itself, and two bubbles share at most one line.

For any graph $G$ on a finite vertex set $V$ with $N$ elements, three quantities are needed:

- $A(G)$ is the number of automorphisms, that is, permutations of $V$ that map joined pairs to joined pairs and unjoined pairs to unjoined pairs.
- $L(G)$ is the number of labelled copies, that is, distinct graphs on the same set $V$ that are isomorphic to $G$.
- $S(G)=L(G)/N!$ is the symmetry factor.

The factorial in $S(G)$ stands for the $1/n!$ of an exponential series in which each bubble is a vertex with two interaction ends. For a ring with $n\ge 3$, the factor $1/2$ carried by each such vertex cancels against the two ways of attaching its ends, so only the count of labelled rings remains.

With these conventions, for every $n\ge 3$,

$$
A(C_n)=2n,\qquad L(C_n)=\frac{n!}{2n},\qquad S(C_n)=\frac{1}{2n}.
$$

Three bubbles give one labelled ring and the factor $1/6$; four bubbles give three labelled rings and the factor $1/8$.

## Ring coefficients in an RPA correlation energy

Let $x$ be an eigenvalue of $\chi_0 v$ at imaginary frequency, where $\chi_0$ is the non-interacting density response and $v$ the Coulomb interaction, both in a finite basis. With the frequency integral $\int_{-\infty}^{\infty}d\omega/2\pi$, the eigenvalue contributes to the RPA correlation energy the integrand

$$
\tfrac12\left[\ln(1-x)+x\right]=-\sum_{n\ge 2}\frac{x^n}{2n},\qquad |x|<1 .
$$

A code that evaluates the logarithm contains the coefficients implicitly. A code that sums the series above order by order, for instance to compare the logarithm with a truncated series, uses them explicitly. The graph count supplies the magnitude $1/(2n)$ for $n\ge 3$, in a model where bubbles are vertices without internal structure.

Second order needs separate treatment. The coefficient in the series has magnitude $1/4$ there, but the simple graph on two vertices merges the two interaction lines into one and gives $1/2$. A diagram generator that takes symmetry factors from simple-graph automorphisms would therefore be wrong by a factor of two at this order.

## Copies times automorphisms

For every finite graph, $L(G)\,A(G)=N!$. To see this, choose for each labelled copy $H$ one isomorphism $f_H:G\to H$. Send the pair $(H,a)$, with $a$ an automorphism of $G$, to the permutation $f_H\circ a$ of $V$.

No two pairs give the same permutation. Suppose $f_H\circ a=f_K\circ b=\sigma$. Then $\sigma(u)$ and $\sigma(v)$ are joined in $H$ exactly when $u$ and $v$ are joined in $G$, and the same holds in $K$. Since $\sigma$ reaches every vertex, $H=K$. Cancelling $f_H$ then gives $a=b$.

Every permutation occurs. Given $\sigma$, let $H$ be the graph in which $\sigma(u)$ and $\sigma(v)$ are joined exactly when $u$ and $v$ are joined in $G$. Then $\sigma$ is an isomorphism from $G$ to $H$, so $a=f_H^{-1}\circ\sigma$ is an automorphism of $G$, and $f_H\circ a=\sigma$.

The pairs are therefore as numerous as the $N!$ permutations. Because $N!\ne 0$, also $A(G)\ne 0$, and division gives

$$
S(G)=\frac{L(G)}{N!}=\frac{1}{A(G)} .
$$

## Rotations and reflections of the ring

Let $n\ge 3$. Then $n$ does not divide $2$, so $2\ne 0$ in $\mathbb Z/n$, and hence $1\ne 0$ as well. The neighbours of bubble $i$ are $i+1$ and $i-1$.

For each $a\in\mathbb Z/n$, the rotation $\rho_a(x)=a+x$ preserves differences of labels, and the reflection $\tau_a(x)=a-x$ reverses their sign. Both preserve the lines, so both are automorphisms.

There are no others. Let $g$ be an automorphism. Since $x+1$ is a neighbour of $x$,

$$
g(x+1)=g(x)+1\quad\text{or}\quad g(x+1)=g(x)-1 .
$$

Moreover $g(x+2)\ne g(x)$, because $g$ is injective and $2\ne 0$.

Suppose first that $g(1)=g(0)+1$. We show by induction on $k=0,1,2,\ldots$ that

$$
g(k)=g(0)+k,\qquad g(k+1)=g(k)+1 .
$$

The case $k=0$ is the assumption. If both equations hold at $k$, then $g(k+1)=g(0)+k+1$, which is the first equation at $k+1$. For the second, $g(k+2)$ is either $g(k+1)+1$ or $g(k+1)-1$. The latter equals $g(k)$, which is excluded, so the step is again forward. Every element of $\mathbb Z/n$ is represented by some $k$, so $g=\rho_{g(0)}$.

If instead $g(1)=g(0)-1$, the same induction with the signs exchanged gives $g(k)=g(0)-k$, so $g=\tau_{g(0)}$.

It remains to see that the $2n$ maps are distinct. Both $\rho_a$ and $\tau_a$ send $0$ to $a$, so two rotations, or two reflections, with different parameters differ at $0$. If $\rho_a=\tau_b$, the value at $0$ gives $a=b$ and the value at $1$ gives $a+1=b-1$. Together these imply $2=0$, a contradiction. Hence $A(C_n)=2n$, and the product rule gives $L(C_n)=n!/(2n)$ and $S(C_n)=1/(2n)$.

For $n=2$ there is a single line between two vertices. Both permutations preserve it, so there are two automorphisms and not four.

## The count in Lean

```lean
import Mathlib

namespace RingDiagramSymmetry

noncomputable section

/-- The ring graph: bubbles labelled by `ZMod n` (`n` of them when `n ≥ 1`), with a line between
distinct bubbles whose labels differ by one. -/
def ringGraph (n : ℕ) : SimpleGraph (ZMod n) where
  Adj i j := i ≠ j ∧ (j = i + 1 ∨ i = j + 1)
  symm := ⟨fun _ _ h => ⟨h.1.symm, h.2.symm⟩⟩
  loopless := ⟨fun _ h => h.1 rfl⟩

/-- The number of distinct graphs on the same labelled vertices that are isomorphic to `G` (zero, by
the convention of `Nat.card`, if there are infinitely many). -/
def labelledCopies {V : Type*} (G : SimpleGraph V) : ℕ :=
  Nat.card {H : SimpleGraph V // Nonempty (G ≃g H)}

/-- The symmetry factor of a finite simple graph: the number of its labelled copies divided by the
factorial of the order, that is, of the number of vertices. -/
def symmetryFactor {V : Type*} [Fintype V] (G : SimpleGraph V) : ℚ :=
  (labelledCopies G : ℚ) / ((Fintype.card V).factorial : ℚ)

/-- For every finite simple graph, the number of labelled copies times the number of automorphisms
is the number of permutations of the vertices. -/
theorem labelledCopies_mul_automorphisms {V : Type*} [Fintype V] (G : SimpleGraph V) :
    labelledCopies G * Nat.card (G ≃g G) = (Fintype.card V).factorial := by
  classical
  -- a copy and an automorphism together determine a relabelling
  let F : {H : SimpleGraph V // Nonempty (G ≃g H)} × (G ≃g G) → Equiv.Perm V :=
    fun p => (p.2.trans p.1.2.some).toEquiv
  have hF : Function.Bijective F := by
    constructor
    · rintro ⟨⟨H, hH⟩, a⟩ ⟨⟨K, hK⟩, b⟩ h
      have hx : ∀ x, hH.some (a x) = hK.some (b x) :=
        fun x => congrArg (fun e : Equiv.Perm V => e x) h
      have hHK : H = K := by
        ext x y
        obtain ⟨u, rfl⟩ := (a.trans hH.some).surjective x
        obtain ⟨v, rfl⟩ := (a.trans hH.some).surjective y
        have h1 : H.Adj (hH.some (a u)) (hH.some (a v)) ↔ G.Adj u v :=
          hH.some.map_adj_iff.trans a.map_adj_iff
        have h2 : K.Adj (hK.some (b u)) (hK.some (b v)) ↔ G.Adj u v :=
          hK.some.map_adj_iff.trans b.map_adj_iff
        rw [← hx u, ← hx v] at h2
        exact h1.trans h2.symm
      subst hHK
      have hab : a = b := RelIso.ext fun x => hH.some.injective (hx x)
      subst hab
      rfl
    · intro σ
      let H : SimpleGraph V := G.comap σ.symm
      let f : G ≃g H := ⟨σ, by intro x y; simp [H]⟩
      have hf : Nonempty (G ≃g H) := ⟨f⟩
      refine ⟨(⟨H, hf⟩, f.trans hf.some.symm), Equiv.ext fun x => ?_⟩
      exact hf.some.apply_symm_apply (f x)
  unfold labelledCopies
  rw [← Nat.card_prod, Nat.card_congr (Equiv.ofBijective F hF), Nat.card_eq_fintype_card,
    Fintype.card_perm]

/-- The symmetry factor of any finite simple graph is the inverse of the number of its
automorphisms. -/
theorem symmetryFactor_eq {V : Type*} [Fintype V] (G : SimpleGraph V) :
    symmetryFactor G = 1 / (Nat.card (G ≃g G) : ℚ) := by
  have h := labelledCopies_mul_automorphisms G
  have hfac : (Fintype.card V).factorial ≠ 0 := Nat.factorial_ne_zero _
  have hA : Nat.card (G ≃g G) ≠ 0 := by
    intro h0
    rw [h0, mul_zero] at h
    exact hfac h.symm
  unfold symmetryFactor
  rw [div_eq_div_iff (Nat.cast_ne_zero.2 hfac) (Nat.cast_ne_zero.2 hA), one_mul]
  exact_mod_cast h

/-- The rotation of the ring that moves every bubble on by `a` places. -/
def rotation {n : ℕ} (a : ZMod n) : ringGraph n ≃g ringGraph n where
  toFun x := a + x
  invFun x := x - a
  left_inv := by intro x; simp
  right_inv := by intro x; simp
  map_rel_iff' := by
    intro x y
    change (a + x ≠ a + y ∧ (a + y = a + x + 1 ∨ a + x = a + y + 1)) ↔
      (x ≠ y ∧ (y = x + 1 ∨ x = y + 1))
    simp only [add_assoc, ne_eq, add_right_inj]

/-- The reflection of the ring that sends bubble `x` to bubble `a - x`. -/
def reflection {n : ℕ} (a : ZMod n) : ringGraph n ≃g ringGraph n where
  toFun x := a - x
  invFun x := a - x
  left_inv := by intro x; simp
  right_inv := by intro x; simp
  map_rel_iff' := by
    intro x y
    change (a - x ≠ a - y ∧ (a - y = a - x + 1 ∨ a - x = a - y + 1)) ↔
      (x ≠ y ∧ (y = x + 1 ∨ x = y + 1))
    refine and_congr (not_congr ⟨fun h => by linear_combination -h,
      fun h => by linear_combination -h⟩) ⟨?_, ?_⟩
    · rintro (h | h)
      · exact Or.inr (by linear_combination h)
      · exact Or.inl (by linear_combination h)
    · rintro (h | h)
      · exact Or.inr (by linear_combination h)
      · exact Or.inl (by linear_combination h)

/-- On a ring of at least three bubbles, two steps forward do not lead back to the start. -/
theorem two_steps_ne_zero {n : ℕ} (hn : 3 ≤ n) : (2 : ZMod n) ≠ 0 := by
  intro h
  have h' : ((2 : ℕ) : ZMod n) = 0 := by exact_mod_cast h
  have hd := Nat.le_of_dvd (by norm_num) ((CharP.cast_eq_zero_iff (ZMod n) n 2).1 h')
  omega

/-- In a ring of at least three bubbles, the neighbours of bubble `i` are `i + 1` and `i - 1`. -/
theorem ring_adj_iff {n : ℕ} (hn : 3 ≤ n) (i j : ZMod n) :
    (ringGraph n).Adj i j ↔ j = i + 1 ∨ j = i - 1 := by
  have h1 : (1 : ZMod n) ≠ 0 := fun h => two_steps_ne_zero hn (by linear_combination 2 * h)
  constructor
  · rintro ⟨-, h | h⟩
    · exact Or.inl h
    · exact Or.inr (by linear_combination -h)
  · rintro (h | h)
    · exact ⟨fun e => h1 (by linear_combination -e - h), Or.inl h⟩
    · exact ⟨fun e => h1 (by linear_combination e + h), Or.inr (by linear_combination -h)⟩

/-- Every automorphism of a ring of at least three bubbles is a rotation or a reflection. -/
theorem automorphism_form {n : ℕ} (hn : 3 ≤ n) (g : ringGraph n ≃g ringGraph n) :
    (∀ x, g x = g 0 + x) ∨ (∀ x, g x = g 0 - x) := by
  have : NeZero n := ⟨by omega⟩
  have step : ∀ x, g (x + 1) = g x + 1 ∨ g (x + 1) = g x - 1 := fun x =>
    (ring_adj_iff hn _ _).1 (g.map_adj_iff.2 ((ring_adj_iff hn _ _).2 (Or.inl rfl)))
  -- the image of the ring cannot turn back on itself
  have turn : ∀ x, g (x + 1 + 1) ≠ g x := fun x h =>
    two_steps_ne_zero hn (by linear_combination g.injective h)
  rcases step 0 with h0 | h0
  · left
    have key : ∀ k : ℕ, g (k : ZMod n) = g 0 + k ∧ g ((k : ZMod n) + 1) = g k + 1 := by
      intro k
      induction k with
      | zero => exact ⟨by simp, by simpa using h0⟩
      | succ k ih =>
        obtain ⟨a, b⟩ := ih
        simp only [Nat.cast_add, Nat.cast_one]
        refine ⟨by rw [b, a]; ring, ?_⟩
        rcases step ((k : ZMod n) + 1) with h | h
        · exact h
        · exact (turn k (by rw [h, b]; ring)).elim
    intro x
    have hx := (key x.val).1
    rwa [ZMod.natCast_zmod_val] at hx
  · right
    have key : ∀ k : ℕ, g (k : ZMod n) = g 0 - k ∧ g ((k : ZMod n) + 1) = g k - 1 := by
      intro k
      induction k with
      | zero => exact ⟨by simp, by simpa using h0⟩
      | succ k ih =>
        obtain ⟨a, b⟩ := ih
        simp only [Nat.cast_add, Nat.cast_one]
        refine ⟨by rw [b, a]; ring, ?_⟩
        rcases step ((k : ZMod n) + 1) with h | h
        · exact (turn k (by rw [h, b]; ring)).elim
        · exact h
    intro x
    have hx := (key x.val).1
    rwa [ZMod.natCast_zmod_val] at hx

/-- A ring of `n ≥ 3` bubbles has exactly `2n` automorphisms. -/
theorem card_ring_automorphisms {n : ℕ} (hn : 3 ≤ n) :
    Nat.card (ringGraph n ≃g ringGraph n) = 2 * n := by
  have : NeZero n := ⟨by omega⟩
  let F : ZMod n ⊕ ZMod n → (ringGraph n ≃g ringGraph n) := Sum.elim rotation reflection
  have hF : Function.Bijective F := by
    constructor
    · -- the images of bubbles 0 and 1 tell all these symmetries apart
      rintro (a | a) (b | b) h
      · have e0 : a + 0 = b + 0 := DFunLike.congr_fun h 0
        exact congrArg Sum.inl (by linear_combination e0)
      · have e0 : a + 0 = b - 0 := DFunLike.congr_fun h 0
        have e1 : a + 1 = b - 1 := DFunLike.congr_fun h 1
        exact (two_steps_ne_zero hn (by linear_combination e1 - e0)).elim
      · have e0 : a - 0 = b + 0 := DFunLike.congr_fun h 0
        have e1 : a - 1 = b + 1 := DFunLike.congr_fun h 1
        exact (two_steps_ne_zero hn (by linear_combination e0 - e1)).elim
      · have e0 : a - 0 = b - 0 := DFunLike.congr_fun h 0
        exact congrArg Sum.inr (by linear_combination e0)
    · intro g
      rcases automorphism_form hn g with h | h
      · exact ⟨Sum.inl (g 0), RelIso.ext fun x => (h x).symm⟩
      · exact ⟨Sum.inr (g 0), RelIso.ext fun x => (h x).symm⟩
  rw [← Nat.card_congr (Equiv.ofBijective F hF), Nat.card_sum, Nat.card_zmod]
  omega

/-- For `n ≥ 3` there are `n!/(2n)` distinct labelled rings of `n` bubbles, and the symmetry
factor of the ring diagram is `1/(2n)`. -/
theorem ring_symmetry_factor {n : ℕ} [NeZero n] (hn : 3 ≤ n) :
    (labelledCopies (ringGraph n) : ℚ) = (n.factorial : ℚ) / (2 * n) ∧
      symmetryFactor (ringGraph n) = 1 / (2 * n) := by
  have hpos : (2 * n : ℚ) ≠ 0 := by
    have : (n : ℚ) ≠ 0 := Nat.cast_ne_zero.2 (by omega)
    positivity
  constructor
  · have h := labelledCopies_mul_automorphisms (ringGraph n)
    rw [card_ring_automorphisms hn, ZMod.card] at h
    rw [eq_div_iff hpos]
    exact_mod_cast h
  · rw [symmetryFactor_eq, card_ring_automorphisms hn]
    push_cast
    rfl

/-- The simple graph `ringGraph 2` has exactly two automorphisms. -/
theorem card_two_bubble_automorphisms :
    Nat.card (ringGraph 2 ≃g ringGraph 2) = 2 := by
  have hadj : ∀ x y : ZMod 2, (ringGraph 2).Adj x y ↔ x ≠ y := by
    change ∀ x y : ZMod 2, (x ≠ y ∧ (y = x + 1 ∨ x = y + 1)) ↔ x ≠ y
    decide
  -- every permutation of the two bubbles preserves the single link
  let F : (ringGraph 2 ≃g ringGraph 2) → Equiv.Perm (ZMod 2) := fun g => g.toEquiv
  have hF : Function.Bijective F := by
    constructor
    · intro a b h
      exact RelIso.ext fun x => congrArg (fun e : Equiv.Perm (ZMod 2) => e x) h
    · intro σ
      exact ⟨⟨σ, by intro x y; rw [hadj, hadj]; exact σ.injective.ne_iff⟩, rfl⟩
  rw [Nat.card_congr (Equiv.ofBijective F hF), Nat.card_eq_fintype_card, Fintype.card_perm,
    ZMod.card]
  rfl

end

end RingDiagramSymmetry
```

```lean
#print axioms RingDiagramSymmetry.ring_symmetry_factor
#print axioms RingDiagramSymmetry.card_two_bubble_automorphisms
```

```
'RingDiagramSymmetry.ring_symmetry_factor' depends on axioms: [propext, Classical.choice, Quot.sound]
'RingDiagramSymmetry.card_two_bubble_automorphisms' depends on axioms: [propext, Classical.choice, Quot.sound]
```

## Reading the theorem as a statement about diagrams

The main theorem, `ring_symmetry_factor`, says that for every natural number $n\ge 3$ the number of labelled rings is $n!/(2n)$ and the symmetry factor is $1/(2n)$. Both equations are between rational numbers, so the division is exact and not integer division.

The type `ZMod n` holds the bubble labels, and `ringGraph n` is $C_n$. The type `G ≃g H` consists of the isomorphisms from `G` to `H`, so `Nat.card (G ≃g G)` is $A(G)$. The definition `labelledCopies` counts graphs, not relabellings: two permutations that produce the same set of lines contribute one copy. The definition `symmetryFactor` divides that count by the factorial of the number of vertices. Its equality with the inverse automorphism count is a theorem, `symmetryFactor_eq`, valid for every finite simple graph.

The link from perturbation theory to this definition is assumed. The file contains no Wick contractions, signs, spin sums or frequency integrals, and it does not derive the logarithm in the energy. Its graphs also cannot represent parallel interaction lines, directed propagators inside a bubble, or different kinds of vertex. For a diagram with such features, the automorphism count of a simple graph need not give the symmetry factor, as the ring with two bubbles shows.

## How the proof follows the counting

In `labelledCopies_mul_automorphisms`, the function `F` is the map $(H,a)\mapsto f_H\circ a$, with `hH.some` as the chosen isomorphism. The first half of `hF` recovers the copy and then the automorphism from the permutation. The second half builds the relabelled graph as `G.comap σ.symm`.

The lemmas `two_steps_ne_zero` and `ring_adj_iff` establish $2\ne 0$ and the two neighbours of a bubble. In `automorphism_form`, `step` gives the choice between forward and backward, `turn` forbids reversal, and `key` is the induction, carried out once for each direction. The tactic `linear_combination` handles the arithmetic modulo $n$.

The theorem `card_ring_automorphisms` matches two copies of `ZMod n`, one for `rotation` and one for `reflection`, with the automorphisms. It separates the maps by their values at bubbles 0 and 1, as in the derivation. The main theorem then combines this count with the product rule.

Finally, `card_two_bubble_automorphisms` checks by `decide` that two bubbles are joined exactly when they are distinct, and identifies the automorphisms with the two permutations. This confirms that the formula $2n$ does not extend to the simple graph at $n=2$.
